# Supercell sites labelled by residues when U H V is diagonal with U and V unimodular

A program that enumerates ordered alloy structures can store the occupation of each supercell site in an array. To look up the occupation at an arbitrary parent-lattice point, it can use a rule that turns the point into an array index, with periodic images sharing one index. For ideal positions on a lattice with one site per parent cell, a diagonal form of the supercell matrix, reached by row and column operations that are invertible over the integers, supplies that index as a tuple: one matrix-vector product, then a remainder in each component.

## Lattice points, superlattice and labels

Parent-lattice points are integer vectors x, with components indexed by a finite set `n`.

In Lean 4 with Mathlib:

```lean
import Mathlib

open Matrix

namespace SupercellSiteLabels

variable {n : Type*} [Fintype n]
```

The columns of the integer matrix H are the supercell edge vectors in parent-lattice coordinates. Their integer combinations form the superlattice

H ℤⁿ = { H z : z an integer vector }.

It contains 0 and is closed under addition and negation, since H 0 = 0, H a + H b = H(a + b) and −H a = H(−a).

```lean
/-- The superlattice `H ℤⁿ`: all integer combinations of the columns of `H`, in the
coordinates of the parent lattice. -/
def superlattice (H : Matrix n n ℤ) : AddSubgroup (n → ℤ) where
  carrier := {x | ∃ z : n → ℤ, H *ᵥ z = x}
  zero_mem' := ⟨0, Matrix.mulVec_zero H⟩
  add_mem' := by
    rintro _ _ ⟨a, rfl⟩ ⟨b, rfl⟩
    exact ⟨a + b, Matrix.mulVec_add H a b⟩
  neg_mem' := by
    rintro _ ⟨a, rfl⟩
    exact ⟨-a, by rw [Matrix.mulVec_neg]⟩
```

Two points are the same supercell site when their difference lies in `superlattice H`.

Given an integer matrix U and natural numbers d_i, the label of x is the tuple

ℓ(x)_i = (U x)_i mod d_i.

Because U(x + y) = U x + U y, labels add when lattice vectors add.

```lean
/-- The label of a lattice point `x`: the components of `U x`, the `i`-th one taken
modulo `d i`. Labels add when lattice vectors add. -/
def siteLabel (U : Matrix n n ℤ) (d : n → ℕ) : (n → ℤ) →+ (∀ i, ZMod (d i)) where
  toFun x i := (((U *ᵥ x) i : ℤ) : ZMod (d i))
  map_zero' := by
    funext i
    simp [Matrix.mulVec_zero]
  map_add' x y := by
    funext i
    simp [Matrix.mulVec_add]
```

`ZMod (d i)` is the ring of integers modulo d_i, and the arrow `→+` records that the label map is additive.

## Which vectors are superlattice vectors

Let U and V be unimodular, that is, integer matrices with determinant ±1, so that their inverses are also integer matrices, and let

U H V = D = diag(d_i).

If x = H z, then

U x = U H V (V⁻¹ z) = D (V⁻¹ z),

so d_i divides (U x)_i for every i. Conversely, suppose (U x)_i = d_i w_i for integers w_i. Then

U H (V w) = D w = U x,

and cancelling U gives x = H(V w).

```lean
variable [DecidableEq n] {U H V : Matrix n n ℤ} {d : n → ℕ}

/-- Let `U` and `V` be unimodular with `U H V = diag(d)`. A lattice vector `x` is a
superlattice vector exactly when each `d i` divides the `i`-th component of `U x`. -/
theorem mem_superlattice_iff (hU : IsUnit U.det) (hV : IsUnit V.det)
    (h : U * H * V = diagonal (fun i => (d i : ℤ))) (x : n → ℤ) :
    x ∈ superlattice H ↔ ∀ i, (d i : ℤ) ∣ (U *ᵥ x) i := by
  constructor
  · rintro ⟨z, rfl⟩ i
    -- insert `V V⁻¹ = 1` to expose the diagonal matrix
    have key : U *ᵥ (H *ᵥ z) = diagonal (fun i => (d i : ℤ)) *ᵥ (V⁻¹ *ᵥ z) := by
      rw [← h, Matrix.mulVec_mulVec, Matrix.mulVec_mulVec, Matrix.mul_assoc (U * H),
        Matrix.mul_nonsing_inv V hV, Matrix.mul_one]
    exact ⟨(V⁻¹ *ᵥ z) i, by rw [key, Matrix.mulVec_diagonal]⟩
  · intro hx
    choose w hw using hx
    have hinv : ∀ v : n → ℤ, U⁻¹ *ᵥ (U *ᵥ v) = v := fun v => by
      rw [Matrix.mulVec_mulVec, Matrix.nonsing_inv_mul U hU, Matrix.one_mulVec]
    have assoc : U *ᵥ (H *ᵥ (V *ᵥ w)) = (U * H * V) *ᵥ w := by
      simp only [Matrix.mulVec_mulVec, Matrix.mul_assoc]
    have key : U *ᵥ (H *ᵥ (V *ᵥ w)) = U *ᵥ x := by
      rw [assoc, h]
      funext i
      rw [Matrix.mulVec_diagonal, hw i]
    -- `U` can be cancelled, so `V w` holds the superlattice coordinates of `x`
    refine ⟨V *ᵥ w, ?_⟩
    rw [← hinv (H *ᵥ (V *ᵥ w)), key, hinv]
```

Over the integers, `IsUnit U.det` says that the determinant is ±1. The matrices U and V are assumed given; their existence is not derived here. The d_i need not divide one another in sequence, as they would in Smith normal form. In the proof, the first `key` is the equation with V⁻¹ inserted, `choose` collects the quotients w_i into a vector, and `hinv` cancels U.

## Comparing two points

Apply the criterion to x − y. Since U(x − y) = U x − U y, the difference is a superlattice vector exactly when

(U x)_i ≡ (U y)_i mod d_i for every i.

```lean
/-- Let `U` and `V` be unimodular with `U H V = diag(d)`. Two lattice points differ by a
superlattice vector exactly when `U x` and `U y` agree modulo `d i` in every component. -/
theorem sub_mem_superlattice_iff (hU : IsUnit U.det) (hV : IsUnit V.det)
    (h : U * H * V = diagonal (fun i => (d i : ℤ))) (x y : n → ℤ) :
    x - y ∈ superlattice H ↔ ∀ i, (U *ᵥ x) i ≡ (U *ᵥ y) i [ZMOD (d i)] := by
  rw [mem_superlattice_iff hU hV h]
  refine forall_congr' fun i => ?_
  rw [Matrix.mulVec_sub, Pi.sub_apply]
  exact ⟨fun hh => (Int.modEq_iff_dvd.mpr hh).symm, fun hh => Int.modEq_iff_dvd.mp hh.symm⟩
```

The last line of the proof translates between divisibility of a difference and congruence, which Mathlib states with the two sides in the opposite order.

These congruences say that ℓ(x) = ℓ(y). To see that no label is unused, take any tuple of residues, choose integer representatives m_i, and set x = U⁻¹ m. This is an integer vector, and U x = m, so x has the required label.

```lean
/-- Let `U` and `V` be unimodular with `U H V = diag(d)`. Two lattice points are the same
site of the supercell exactly when their labels agree, and every tuple of residues is the
label of some lattice point. -/
theorem supercell_sites_labelled_by_residues (hU : IsUnit U.det) (hV : IsUnit V.det)
    (h : U * H * V = diagonal (fun i => (d i : ℤ))) :
    (∀ x y : n → ℤ, x - y ∈ superlattice H ↔ siteLabel U d x = siteLabel U d y) ∧
      Function.Surjective (siteLabel U d) := by
  constructor
  · intro x y
    rw [sub_mem_superlattice_iff hU hV h, funext_iff]
    exact forall_congr' fun i => (ZMod.intCast_eq_intCast_iff _ _ _).symm
  · intro r
    -- lift the residues to integers `m` and solve `U x = m`
    choose m hm using fun i => ZMod.intCast_surjective (r i)
    refine ⟨U⁻¹ *ᵥ m, ?_⟩
    funext i
    change (((U *ᵥ (U⁻¹ *ᵥ m)) i : ℤ) : ZMod (d i)) = r i
    rw [Matrix.mulVec_mulVec, Matrix.mul_nonsing_inv U hU, Matrix.one_mulVec, hm]
```

The two parts of the conclusion are the equality test and `Function.Surjective`: equivalent points share a label, inequivalent points do not, and every label occurs.

## Counting the sites

The superlattice is the set of points with label zero, the kernel of ℓ. Sites, the classes of points modulo the superlattice, therefore correspond one to one to residue tuples. If every d_i is positive, there are d_i choices in component i, and

number of sites = ∏ d_i.

```lean
/-- Let `U` and `V` be unimodular with `U H V = diag(d)` and all `d i` positive. The
supercell has finitely many sites, and their number is the product of the `d i`. -/
theorem number_of_sites (hU : IsUnit U.det) (hV : IsUnit V.det)
    (h : U * H * V = diagonal (fun i => (d i : ℤ))) (hd : ∀ i, 0 < d i) :
    Finite ((n → ℤ) ⧸ superlattice H) ∧
      Nat.card ((n → ℤ) ⧸ superlattice H) = ∏ i, d i := by
  obtain ⟨hlabel, hsurj⟩ := supercell_sites_labelled_by_residues hU hV h
  -- the superlattice consists of the vectors with label zero
  have hker : superlattice H = (siteLabel U d).ker := by
    ext x
    rw [AddMonoidHom.mem_ker]
    have h0 := hlabel x 0
    rwa [sub_zero, map_zero] at h0
  have : ∀ i, NeZero (d i) := fun i => ⟨(hd i).ne'⟩
  have e := QuotientAddGroup.quotientKerEquivOfSurjective (siteLabel U d) hsurj
  rw [hker]
  refine ⟨Finite.of_equiv _ e.symm.toEquiv, ?_⟩
  rw [Nat.card_congr e.toEquiv, Nat.card_pi]
  simp only [Nat.card_zmod]
```

The quotient `(n → ℤ) ⧸ superlattice H` is the set of sites. Finiteness is stated explicitly, although it also follows from the count: `Nat.card` returns 0 for an infinite set, and the product of positive d_i is not 0. The proof obtains `hker` by comparing x with 0, then counts through the equivalence `e` between sites and labels.

The same product is the supercell volume in units of the parent cell. Taking determinants of U H V = D gives

det U · det H · det V = ∏ d_i,

and, since |det U| = |det V| = 1, absolute values give |det H| = ∏ d_i.

```lean
/-- If `U` and `V` are unimodular and `U H V = diag(d)`, the product of the `d i` is the
volume `|det H|` of the supercell in units of the parent cell. -/
theorem natAbs_det_eq_prod (hU : IsUnit U.det) (hV : IsUnit V.det)
    (h : U * H * V = diagonal (fun i => (d i : ℤ))) :
    H.det.natAbs = ∏ i, d i := by
  have h1 : U.det * H.det * V.det = ((∏ i, d i : ℕ) : ℤ) := by
    rw [← Matrix.det_mul, ← Matrix.det_mul, h, Matrix.det_diagonal, Nat.cast_prod]
  have h2 := congrArg Int.natAbs h1
  rwa [Int.natAbs_mul, Int.natAbs_mul, Int.isUnit_iff_natAbs_eq.mp hU,
    Int.isUnit_iff_natAbs_eq.mp hV, one_mul, mul_one, Int.natAbs_natCast] at h2
```

## The checkerboard supercell

On the square lattice, take the edge vectors (1, 1) and (1, −1). With matrix rows separated by semicolons,

H = (1, 1; 1, −1), U = (1, 0; 1, −1), V = (1, −1; 0, 1).

Then U H = (1, 1; 0, 2), and multiplying by V gives diag(1, 2). Both U and V have determinant ±1.

```lean
/-- For the supercell of the square lattice with edge vectors `(1, 1)` and `(1, -1)`,
explicit unimodular matrices bring `H` to the diagonal form `diag(1, 2)`. -/
theorem checkerboard_witness :
    IsUnit (!![1, 0; 1, -1] : Matrix (Fin 2) (Fin 2) ℤ).det ∧
    IsUnit (!![1, -1; 0, 1] : Matrix (Fin 2) (Fin 2) ℤ).det ∧
    (!![1, 0; 1, -1] : Matrix (Fin 2) (Fin 2) ℤ) * !![1, 1; 1, -1] * !![1, -1; 0, 1] =
      diagonal (fun i => ((![1, 2] : Fin 2 → ℕ) i : ℤ)) := by
  refine ⟨by simp [Matrix.det_fin_two], by simp [Matrix.det_fin_two], ?_⟩
  ext i j
  fin_cases i <;> fin_cases j <;> simp [Matrix.mul_apply, Fin.sum_univ_succ]
```

Here U x = (x₀, x₀ − x₁). The first component is taken modulo 1 and carries no information. The second, modulo 2, separates the two sites: x and y are equivalent exactly when

x₀ − x₁ ≡ y₀ − y₁ mod 2.

```lean
/-- In the square lattice, two points differ by a vector of the superlattice spanned by
`(1, 1)` and `(1, -1)` exactly when their coordinate differences have the same parity. -/
theorem checkerboard_sites (x y : Fin 2 → ℤ) :
    x - y ∈ superlattice !![1, 1; 1, -1] ↔ x 0 - x 1 ≡ y 0 - y 1 [ZMOD 2] := by
  obtain ⟨hU, hV, h⟩ := checkerboard_witness
  have e : ∀ v : Fin 2 → ℤ,
      ((!![1, 0; 1, -1] : Matrix (Fin 2) (Fin 2) ℤ) *ᵥ v) 1 = v 0 - v 1 := by
    intro v
    simp [Matrix.mulVec, dotProduct, Fin.sum_univ_succ, sub_eq_add_neg]
  rw [sub_mem_superlattice_iff hU hV h, Fin.forall_fin_two, e, e]
  -- the residue modulo 1 carries no information
  exact ⟨fun hh => hh.2, fun hh => ⟨Int.modEq_one, hh⟩⟩

end SupercellSiteLabels
```

The proof feeds the explicit matrices into the congruence criterion; `e` evaluates the second component of U v, and `Int.modEq_one` disposes of the first congruence.

```lean
#print axioms SupercellSiteLabels.supercell_sites_labelled_by_residues
#print axioms SupercellSiteLabels.number_of_sites
#print axioms SupercellSiteLabels.natAbs_det_eq_prod
#print axioms SupercellSiteLabels.checkerboard_sites
```

```
'SupercellSiteLabels.supercell_sites_labelled_by_residues' depends on axioms: [propext, Classical.choice, Quot.sound]
'SupercellSiteLabels.number_of_sites' depends on axioms: [propext, Classical.choice, Quot.sound]
'SupercellSiteLabels.natAbs_det_eq_prod' depends on axioms: [propext, Classical.choice, Quot.sound]
'SupercellSiteLabels.checkerboard_sites' depends on axioms: [propext, Classical.choice, Quot.sound]
```
